# An empty or filled mode drops out of the two-particle cumulant

A statement about fermionic density matrices has to fix what a state is. It could be a vector in the Fock space of finitely many orbitals, or a density operator on that space. The choice made here is algebraic: operators are elements of an abstract algebra with an adjoint, the mode operators are whatever obeys the canonical anticommutation relations (CAR), and a state is a rule w that assigns an expectation value w(x) to each operator x, linearly, with w(1) = 1 and w(x†x) ≥ 0. Pure and mixed states are both covered, and neither a finite number of modes nor a fixed particle number is assumed.

## Operators, states and density matrices

In Lean 4 with Mathlib:

```lean
import Mathlib

open scoped ComplexOrder

namespace IntegerOccupationCumulant

noncomputable section

variable {A : Type*} [Ring A] [StarRing A] [Algebra ℂ A] [StarModule ℂ A]
variable {ι : Type*} [DecidableEq ι]
```

`A` is the operator algebra. `Ring A` and `Algebra ℂ A` provide sums, non-commuting products and complex multiples. `StarRing A` provides the adjoint x†, written `star x`, with (x + y)† = x† + y† and (xy)† = y†x†, and `StarModule ℂ A` adds (t x)† = t* x† for a complex number t with conjugate t*. The type `ι` labels the modes, in electronic structure the spin orbitals. `ComplexOrder` gives 0 ≤ c a meaning for complex c: real and nonnegative.

```lean
/-- The Kronecker delta of two mode indices. -/
def kron (i j : ι) : ℂ := if i = j then 1 else 0
```

`kron i j` is δ_ij as a complex number.

```lean
/-- Canonical anticommutation relations for annihilators `a i` with creators `star (a i)`. -/
structure IsCAR (a : ι → A) : Prop where
  aa : ∀ i j, a i * a j + a j * a i = 0
  ad : ∀ i j, a i * star (a j) + star (a j) * a i = kron i j • (1 : A)
```

A `structure` of this kind is a named bundle of conditions. Here `a i` is the annihilator a_i, `star (a i)` is the creator a_i†, and `•` multiplies an operator by a number. The two fields read

a_i a_j + a_j a_i = 0

a_i a_j† + a_j† a_i = δ_ij 1

The delta on the right makes the modes orthonormal.

```lean
/-- A state: a normalised positive linear functional on the operator algebra. -/
structure IsState (w : A →ₗ[ℂ] ℂ) : Prop where
  norm : w 1 = 1
  pos : ∀ x, 0 ≤ w (star x * x)
```

`A →ₗ[ℂ] ℂ` is the type of complex-linear maps from operators to numbers. `norm` is w(1) = 1, and `pos` says that w(x†x) is real and nonnegative for every x. A density operator ρ gives the example w(x) = Tr(ρx).

```lean
/-- One-particle density matrix `g(i,k) = w(a_i† a_k)`. -/
def rdm1 (w : A →ₗ[ℂ] ℂ) (a : ι → A) (i k : ι) : ℂ := w (star (a i) * a k)
```

The one-particle density matrix is g(i,k) = w(a_i† a_k), and g(m,m) is the occupation of mode m.

```lean
/-- Two-particle density matrix `D(ij,kl) = w(a_i† a_j† a_l a_k)`. -/
def rdm2 (w : A →ₗ[ℂ] ℂ) (a : ι → A) (i j k l : ι) : ℂ :=
  w (star (a i) * star (a j) * a l * a k)
```

The two-particle density matrix is D(ij,kl) = w(a_i† a_j† a_l a_k), with the annihilators in reversed order and no factor 1/2.

```lean
/-- Two-particle cumulant `L(ij,kl) = D(ij,kl) - g(i,k) g(j,l) + g(i,l) g(j,k)`. -/
def cumulant (w : A →ₗ[ℂ] ℂ) (a : ι → A) (i j k l : ι) : ℂ :=
  rdm2 w a i j k l - rdm1 w a i k * rdm1 w a j l + rdm1 w a i l * rdm1 w a j k
```

The cumulant is what remains of D after the antisymmetrised product of one-particle matrices is removed:

L(ij,kl) = D(ij,kl) − g(i,k) g(j,l) + g(i,l) g(j,k)

No pairing term w(a_i† a_j†) w(a_l a_k) is subtracted, which matters only for states in which such expectations are nonzero. The theorems concern L as written.

## Null operators

```lean
/-- If `w(x† x) = 0` in a state, then `w(y x) = 0` and `w(x† y) = 0` for every operator `y`. -/
theorem state_null {w : A →ₗ[ℂ] ℂ} (hw : IsState w) {x : A} (hx : w (star x * x) = 0)
    (y : A) : w (y * x) = 0 ∧ w (star x * y) = 0 := by
  -- a nonnegative affine function has zero slope
  have lin : ∀ c b : ℝ, (∀ s : ℝ, 0 ≤ c + s * b) → b = 0 := by
    intro c b h
    by_contra hb
    have h1 := h (-(c + 1) / b)
    have h2 : -(c + 1) / b * b = -(c + 1) := by field_simp
    linarith
  have aux : ∀ c p q : ℂ, (∀ t : ℂ, 0 ≤ c + t * p + star t * q) → p = 0 ∧ q = 0 := by
    intro c p q h
    have h0 := (Complex.le_def.mp (h 0)).2
    have h1 := (Complex.le_def.mp (h 1)).2
    have h2 := (Complex.le_def.mp (h Complex.I)).2
    simp at h0 h1 h2
    have r1 : p.re + q.re = 0 := lin c.re _ fun s => by
      have := (Complex.le_def.mp (h (s : ℂ))).1
      simp at this
      linarith
    have r2 : q.im - p.im = 0 := lin c.re _ fun s => by
      have := (Complex.le_def.mp (h ((s : ℂ) * Complex.I))).1
      simp at this
      linarith
    constructor <;> apply Complex.ext <;>
      simp only [Complex.zero_re, Complex.zero_im] <;> linarith
  -- positivity on `z + t x`
  have key : ∀ z : A, w (star z * x) = 0 ∧ w (star x * z) = 0 := by
    intro z
    refine aux (w (star z * z)) _ _ fun t => ?_
    have h := hw.pos (z + t • x)
    have e : star (z + t • x) * (z + t • x) = star z * z + t • (star z * x)
        + star t • (star x * z) + (star t * t) • (star x * x) := by
      simp only [star_add, star_smul, add_mul, mul_add, smul_mul_assoc, mul_smul_comm,
        smul_add, smul_smul]
      module
    rw [e] at h
    simpa only [map_add, map_smul, hx, smul_eq_mul, mul_zero, add_zero] using h
  exact ⟨by simpa only [star_star] using (key (star y)).1, (key y).2⟩
```

The arguments before the colon are the hypotheses: `hw` says that w is a state and `hx` that w(x†x) = 0. The conclusion is w(yx) = 0 and w(x†y) = 0 for every operator y. For a pure state ψ this is familiar, since xψ has zero norm and therefore vanishes. The algebraic version uses positivity alone. Take any operator z and complex t, and set c = w(z†z), p = w(z†x), q = w(x†z). Then

w((z + t x)†(z + t x)) = c + t p + t* q + t*t w(x†x) = c + t p + t* q

and this is real and nonnegative for all t. Reality at t = 0, at t = 1 and at t equal to the imaginary unit gives

Im c = 0, Im p + Im q = 0, Re p − Re q = 0

For real s, the choices t = s and t = s times the imaginary unit give the real parts

Re c + s (Re p + Re q) ≥ 0

Re c + s (Im q − Im p) ≥ 0

An affine function of s that never goes negative has zero slope, so Re p + Re q = 0 and Im q − Im p = 0. The four relations force p = q = 0. Putting z = y† gives w(yx) = 0, and z = y gives w(x†y) = 0.

In the code, `lin` is the slope argument. In `aux`, `h0`, `h1`, `h2` are the three reality conditions and `r1`, `r2` the two slopes. `key` expands the square in `e` and removes the quadratic term with `hx`.

## Reordering, filled modes and antisymmetry

```lean
omit [StarModule ℂ A] in
/-- Reordering rules: two annihilators anticommute, two creators anticommute, and
`a_i† a_j = δ - a_j a_i†`. -/
theorem car_reorder {a : ι → A} (hc : IsCAR a) (i j : ι) :
    a i * a j = -(a j * a i) ∧ star (a i) * star (a j) = -(star (a j) * star (a i)) ∧
      star (a i) * a j = kron j i • (1 : A) - a j * star (a i) := by
  refine ⟨eq_neg_of_add_eq_zero_left (hc.aa i j), ?_, ?_⟩
  · have h := congrArg star (hc.aa j i)
    rw [star_add, star_mul, star_mul, star_zero] at h
    exact eq_neg_of_add_eq_zero_left h
  · rw [← hc.ad j i]; abel
```

The three rules are a_i a_j = −a_j a_i, a_i† a_j† = −a_j† a_i†, and a_i† a_j = δ_ji − a_j a_i†. The second is the adjoint of the first CAR relation, taken by `congrArg star`.

```lean
/-- For a filled mode `m`, strings ending in `a_m†` or starting with `a_m` have zero
expectation, and row and column `m` of the one-particle density matrix are Kronecker deltas. -/
theorem filled_mode {w : A →ₗ[ℂ] ℂ} {a : ι → A} (hw : IsState w) (hc : IsCAR a) {m : ι}
    (hm : rdm1 w a m m = 1) :
    (∀ y, w (y * star (a m)) = 0) ∧ (∀ y, w (a m * y) = 0) ∧
      (∀ k, rdm1 w a m k = kron k m) ∧ ∀ k, rdm1 w a k m = kron m k := by
  -- the hole occupation vanishes
  have h0 : w (star (star (a m)) * star (a m)) = 0 := by
    have h := hm
    rw [rdm1, (car_reorder hc m m).2.2, map_sub, map_smul, hw.norm] at h
    simp only [kron, if_true, smul_eq_mul, mul_one] at h
    rw [star_star]
    linear_combination -h
  have h1 : ∀ y, w (y * star (a m)) = 0 := fun y => (state_null hw h0 y).1
  have h2 : ∀ y, w (a m * y) = 0 := fun y => by
    simpa only [star_star] using (state_null hw h0 y).2
  refine ⟨h1, h2, fun k => ?_, fun k => ?_⟩
  · rw [rdm1, (car_reorder hc m k).2.2, map_sub, map_smul, hw.norm, h1]; simp
  · rw [rdm1, (car_reorder hc k m).2.2, map_sub, map_smul, hw.norm, h2]; simp
```

Let g(m,m) = 1. The third rule gives

1 = w(a_m† a_m) = 1 − w(a_m a_m†)

so w(a_m a_m†) = 0, which is `h0`. With x = a_m† the null result yields w(y a_m†) = 0 and w(a_m y) = 0 for all y, named `h1` and `h2`. Applying the rule again,

g(m,k) = δ_km − w(a_k a_m†) = δ_km

g(k,m) = δ_mk − w(a_m a_k†) = δ_mk

The mode is therefore not assumed to be a natural orbital: the off-diagonal elements in its row and column vanish as a consequence.

```lean
omit [StarModule ℂ A] in
/-- The cumulant is antisymmetric in its first and in its second pair of indices. -/
theorem cumulant_antisymm (w : A →ₗ[ℂ] ℂ) {a : ι → A} (hc : IsCAR a) (i j k l : ι) :
    cumulant w a j i k l = -cumulant w a i j k l ∧
      cumulant w a i j l k = -cumulant w a i j k l := by
  constructor
  · unfold cumulant rdm2
    rw [(car_reorder hc j i).2.1]
    simp only [neg_mul, map_neg]
    ring
  · have e : star (a i) * star (a j) * a k * a l = -(star (a i) * star (a j) * a l * a k) := by
      rw [mul_assoc _ (a k), (car_reorder hc k l).1]; noncomm_ring
    unfold cumulant rdm2
    rw [e, map_neg]
    ring
```

This states L(ji,kl) = −L(ij,kl) and L(ij,lk) = −L(ij,kl). Swapping the two creators, or the two annihilators, changes the sign of D, and the same swap exchanges the two products of g. Only linearity of w is used.

## The vanishing cumulant

```lean
/-- If mode `i` is empty or filled, `L(ij,kl) = 0` for all `j, k, l`. -/
theorem cumulant_first_slot {w : A →ₗ[ℂ] ℂ} {a : ι → A} (hw : IsState w) (hc : IsCAR a) {i : ι}
    (hi : rdm1 w a i i = 0 ∨ rdm1 w a i i = 1) (j k l : ι) : cumulant w a i j k l = 0 := by
  rcases hi with h | h
  · have z : ∀ y, w (star (a i) * y) = 0 := fun y => (state_null hw h y).2
    simp only [cumulant, rdm2, rdm1, mul_assoc, z]
    ring
  · obtain ⟨z, -, g, -⟩ := filled_mode hw hc h
    -- move `a_i†` to the right end
    have e : star (a i) * star (a j) * a l * a k = kron k i • (star (a j) * a l)
        - kron l i • (star (a j) * a k) - star (a j) * a l * a k * star (a i) :=
      calc star (a i) * star (a j) * a l * a k
          = -(star (a j) * (star (a i) * a l) * a k) := by
            rw [(car_reorder hc i j).2.1]; noncomm_ring
        _ = star (a j) * a l * (star (a i) * a k) - kron l i • (star (a j) * a k) := by
            rw [(car_reorder hc i l).2.2]
            simp only [mul_sub, sub_mul, mul_smul_comm, smul_mul_assoc, mul_one,
              mul_assoc]
            abel
        _ = _ := by
            rw [(car_reorder hc i k).2.2]
            simp only [mul_sub, mul_smul_comm, mul_one, mul_assoc]
            abel
    rw [cumulant, rdm2, e, g k, g l]
    simp only [map_sub, map_smul, z, smul_eq_mul, rdm1]
    ring
```

The hypothesis `hi` is g(i,i) = 0 or g(i,i) = 1, and `rcases` splits the two cases. If g(i,i) = 0, take x = a_i, so that w(a_i† y) = 0. Each of D(ij,kl), g(i,k) and g(i,l) begins with a_i†, and all three terms of L vanish. If g(i,i) = 1, move a_i† to the right:

a_i† a_j† a_l a_k = −a_j† (a_i† a_l) a_k

= a_j† a_l (a_i† a_k) − δ_li a_j† a_k

= δ_ki a_j† a_l − δ_li a_j† a_k − a_j† a_l a_k a_i†

These are the three lines of the `calc` block. The last string ends in a_i† and has zero expectation, so

D(ij,kl) = δ_ki g(j,l) − δ_li g(j,k) = g(i,k) g(j,l) − g(i,l) g(j,k)

and L = 0. The rewrites `g k` and `g l` turn g(i,k) and g(i,l) into deltas, and `ring` cancels the terms.

```lean
/-- If mode `k` is empty or filled, `L(ij,kl) = 0` for all `i, j, l`. -/
theorem cumulant_third_slot {w : A →ₗ[ℂ] ℂ} {a : ι → A} (hw : IsState w) (hc : IsCAR a) {k : ι}
    (hk : rdm1 w a k k = 0 ∨ rdm1 w a k k = 1) (i j l : ι) : cumulant w a i j k l = 0 := by
  rcases hk with h | h
  · have z : ∀ y, w (y * a k) = 0 := fun y => (state_null hw h y).1
    simp only [cumulant, rdm2, rdm1, z]
    ring
  · obtain ⟨-, z, -, g⟩ := filled_mode hw hc h
    -- move `a_k` to the left end
    have e : star (a i) * star (a j) * a l * a k = kron k i • (star (a j) * a l)
        - kron k j • (star (a i) * a l) - a k * (star (a i) * star (a j) * a l) :=
      calc star (a i) * star (a j) * a l * a k
          = -(star (a i) * (star (a j) * a k) * a l) := by
            rw [mul_assoc _ (a l), (car_reorder hc l k).1]; noncomm_ring
        _ = star (a i) * a k * (star (a j) * a l) - kron k j • (star (a i) * a l) := by
            rw [(car_reorder hc j k).2.2]
            simp only [mul_sub, sub_mul, mul_smul_comm, smul_mul_assoc, mul_one,
              mul_assoc]
            abel
        _ = _ := by
            rw [(car_reorder hc i k).2.2]
            simp only [sub_mul, smul_mul_assoc, one_mul, mul_assoc]
            abel
    rw [cumulant, rdm2, e, g i, g j]
    simp only [map_sub, map_smul, z, smul_eq_mul, rdm1]
    ring
```

The mirror case has the integer occupation on mode k. If it is empty, w(y a_k) = 0 removes D(ij,kl), g(i,k) and g(j,k). If it is filled, move a_k to the left:

a_i† a_j† a_l a_k = −a_i† (a_j† a_k) a_l

= a_i† a_k a_j† a_l − δ_kj a_i† a_l

= δ_ki a_j† a_l − δ_kj a_i† a_l − a_k a_i† a_j† a_l

The last string starts with a_k and has zero expectation, and with g(i,k) = δ_ki and g(j,k) = δ_kj the cumulant vanishes.

```lean
/-- Main result: if mode `m` has occupation 0 or 1, every cumulant element carrying `m`
in any of its four slots vanishes. -/
theorem cumulant_integer_occupation {w : A →ₗ[ℂ] ℂ} {a : ι → A} (hw : IsState w)
    (hc : IsCAR a) {m : ι} (hm : rdm1 w a m m = 0 ∨ rdm1 w a m m = 1) {i j k l : ι}
    (h : i = m ∨ j = m ∨ k = m ∨ l = m) : cumulant w a i j k l = 0 := by
  rcases h with rfl | rfl | rfl | rfl
  · exact cumulant_first_slot hw hc hm j k l
  · rw [(cumulant_antisymm w hc j i k l).1, cumulant_first_slot hw hc hm, neg_zero]
  · exact cumulant_third_slot hw hc hm i j l
  · rw [(cumulant_antisymm w hc i j l k).2, cumulant_third_slot hw hc hm, neg_zero]
```

For CAR operators and a state w, if g(m,m) is 0 or 1 and at least one of i, j, k, l equals m, then L(ij,kl) = 0. The first and third slots are the two preceding theorems, and the second and fourth follow from them by antisymmetry. Indices may coincide, and a single mode is allowed. The result is exactly this vanishing of L: cumulants of three or more particles do not appear, and no bound is given for occupations merely close to 0 or 1.

In a CASCI or CASSCF wave function, without any correlation correction from outside the active space, the core spin orbitals have occupation exactly 1 and the virtual ones exactly 0 by construction, so for orthonormal orbitals and density matrices taken from one state, L can be nonzero only when all four indices are active. A program can then store L over active indices alone and fill every element of D that carries a core or virtual index as g(i,k) g(j,l) − g(i,l) g(j,k). For a core index m and active j, l this gives D(mj,ml) = g(j,l).

## Two modes

```lean
/-- Jordan-Wigner annihilators of two modes; basis state `n₀ + 2 n₁` has occupations `n₀, n₁`. -/
def jw : Fin 2 → Matrix (Fin 4) (Fin 4) ℂ :=
  ![!![0, 1, 0, 0; 0, 0, 0, 0; 0, 0, 0, 1; 0, 0, 0, 0],
    !![0, 0, 1, 0; 0, 0, 0, -1; 0, 0, 0, 0; 0, 0, 0, 0]]
```

These are a_0 and a_1 as 4×4 matrices, with rows separated by semicolons. Basis state n₀ + 2n₁ has occupation n₀ in mode 0 and n₁ in mode 1. a_0 sends state 1 to state 0 and state 3 to state 2; a_1 sends state 2 to state 0 and state 3 to minus state 1, the Jordan-Wigner sign.

```lean
/-- Expectation value in the equal-weight mixture of basis states `p` and `q`. -/
def mixState (p q : Fin 4) : Matrix (Fin 4) (Fin 4) ℂ →ₗ[ℂ] ℂ where
  toFun X := (1 / 2 : ℂ) * (X p p + X q q)
  map_add' X Y := by simp only [Matrix.add_apply]; ring
  map_smul' c X := by simp only [Matrix.smul_apply, smul_eq_mul, RingHom.id_apply]; ring
```

For basis states p and q and a matrix X, w(X) = (X_pp + X_qq)/2.

```lean
/-- The equal-weight mixture of two basis states is a state. -/
theorem mixState_isState (p q : Fin 4) : IsState (mixState p q) := by
  refine ⟨by (simp [mixState]; norm_num), fun X => ?_⟩
  have h : ∀ r, 0 ≤ (star X * X) r r := fun r => by
    rw [Matrix.mul_apply]
    exact Finset.sum_nonneg fun k _ => by
      rw [Matrix.star_apply]; exact star_mul_self_nonneg _
  have e : (1 / 2 : ℂ) = ((1 / 2 : ℝ) : ℂ) := by norm_num
  have h2 : (0 : ℂ) ≤ 1 / 2 := by rw [e]; exact Complex.zero_le_real.mpr (by norm_num)
  exact mul_nonneg h2 (add_nonneg (h p) (h q))
```

The identity has expectation 1, and (X†X)_rr = Σ_k |X_kr|² ≥ 0 for each basis state r, which is `h`.

```lean
set_option maxHeartbeats 400000 in
/-- The two Jordan-Wigner modes obey the CAR, and in the mixture of basis states 1 and 3
mode 0 is filled while mode 1 has occupation one half. -/
theorem filled_mode_witness : IsCAR jw ∧ IsState (mixState 1 3) ∧
    rdm1 (mixState 1 3) jw 0 0 = 1 ∧ rdm1 (mixState 1 3) jw 1 1 = 1 / 2 := by
  refine ⟨⟨?_, ?_⟩, mixState_isState 1 3, ?_, ?_⟩
  · intro i j
    fin_cases i <;> fin_cases j <;> ext p q <;> fin_cases p <;> fin_cases q <;>
      simp [jw]
  · intro i j
    fin_cases i <;> fin_cases j <;> ext p q <;> fin_cases p <;> fin_cases q <;>
      simp [jw, kron, Matrix.mul_apply, Matrix.vecMul, dotProduct, Fin.sum_univ_four,
        Matrix.star_apply]
  · simp [rdm1, mixState, jw, Matrix.mul_apply, Fin.sum_univ_four, Matrix.star_apply]
    norm_num
  · simp [rdm1, mixState, jw, Matrix.mul_apply, Fin.sum_univ_four, Matrix.star_apply]
```

The matrices obey the CAR, checked entry by entry, and the mixture of states 1 and 3 has g(0,0) = 1 and g(1,1) = 1/2. The main theorem thus applies with m = 0 while mode 1 is fractionally occupied. By hand, write N_0 = a_0† a_0 and N_1 = a_1† a_1. Then a_0† a_1† a_1 a_0 = N_0 N_1, which is 0 on state 1 and 1 on state 3, so D(01,01) = 1/2. The matrices a_0† a_1 and a_1† a_0 have zero diagonal, so g(0,1) = g(1,0) = 0 and

L(01,01) = 1/2 − 1 · 1/2 + 0 = 0

```lean
/-- In the mixture of basis states 0 and 3, mode 0 has occupation one half and
`L(01,01) = 1/4`. -/
theorem fractional_occupation_cumulant : IsState (mixState 0 3) ∧
    rdm1 (mixState 0 3) jw 0 0 = 1 / 2 ∧ cumulant (mixState 0 3) jw 0 1 0 1 = 1 / 4 := by
  refine ⟨mixState_isState 0 3, ?_, ?_⟩
  · simp [rdm1, mixState, jw, Matrix.mul_apply, Fin.sum_univ_four, Matrix.star_apply] <;>
      norm_num
  · simp [cumulant, rdm1, rdm2, mixState, jw, Matrix.mul_apply, Fin.sum_univ_four,
      Matrix.star_apply] <;> norm_num

end

end IntegerOccupationCumulant
```

```lean
#print axioms IntegerOccupationCumulant.filled_mode
#print axioms IntegerOccupationCumulant.cumulant_integer_occupation
#print axioms IntegerOccupationCumulant.fractional_occupation_cumulant
```

```
'IntegerOccupationCumulant.filled_mode' depends on axioms: [propext, Classical.choice, Quot.sound]
'IntegerOccupationCumulant.cumulant_integer_occupation' depends on axioms: [propext, Classical.choice, Quot.sound]
'IntegerOccupationCumulant.fractional_occupation_cumulant' depends on axioms: [propext, Classical.choice, Quot.sound]
```

Without integer occupation the conclusion can fail. In the mixture of the empty state 0 and the doubly occupied state 3, the theorem gives g(0,0) = 1/2 and L(01,01) = 1/4. By hand, g(1,1) = 1/2 and D(01,01) = 1/2, so

L(01,01) = 1/2 − 1/2 · 1/2 + 0 = 1/4

Positivity is needed as well, by an example evaluated on paper only. The functional w(X) = X_00 − X_11 + X_33 is linear with w(1) = 1 but gives state 1 a negative weight. It has g(0,0) = −1 + 1 = 0, g(1,1) = 1 and D(01,01) = 1, so L(01,01) = 1 although mode 0 has occupation zero.
